# Terminal-atom torsion gradients without a $1/\sin\varphi$ factor

The derivatives of a torsion angle $\varphi$ with respect to the atomic positions turn a torsional energy $V(\varphi)$ into Cartesian forces by the chain rule, and they form the torsion row of a Wilson B matrix. Differentiating an arccosine introduces $1/\sin\varphi$, which is undefined at planar cis and trans geometries. For the two end atoms this factor cancels, provided that neither outer bond is collinear with the central one.

For atoms at $r_1,\dots,r_4$, take $F=r_1-r_2$, $G=r_2-r_3$, $H=r_4-r_3$. The plane normals are $A=F\times G$ and $B=H\times G$. Moving atom 1 changes only $F$; moving atom 4 changes only $H$.

```lean
import Mathlib

open Matrix Filter Topology

namespace TorsionGradient

noncomputable section
```

Vectors are functions `Fin 3 → ℝ`, with dot product `⬝ᵥ` and cross product `⨯₃`; `len` is the Euclidean length $|v|$.

```lean
/-- Euclidean length of a vector in three-dimensional space. -/
def len (v : Fin 3 → ℝ) : ℝ := √(v ⬝ᵥ v)
```

The torsion's cosine and sine are quotients, and their order of factors fixes the sign convention.

```lean
/-- Cosine of the torsion: normalized overlap of the plane normals `F × G` and `H × G`. -/
def cosTorsion (F G H : Fin 3 → ℝ) : ℝ :=
  ((F ⨯₃ G) ⬝ᵥ (H ⨯₃ G)) / (len (F ⨯₃ G) * len (H ⨯₃ G))

/-- Sine of the torsion: normalized triple product of the plane normals and the central bond. -/
def sinTorsion (F G H : Fin 3 → ℝ) : ℝ :=
  (((H ⨯₃ G) ⨯₃ (F ⨯₃ G)) ⬝ᵥ G) / (len (F ⨯₃ G) * len (H ⨯₃ G) * len G)
```

`IsTorsion F G H φ` states the same relations with denominators cleared. If $A$ or $B$ vanishes, every $\varphi$ satisfies them, so the derivative theorems assume both normals nonzero.

```lean
/-- `φ` is a torsion angle of the bond vectors `F, G, H`: its cosine and sine satisfy the
defining relations, written without division. -/
def IsTorsion (F G H : Fin 3 → ℝ) (φ : ℝ) : Prop :=
  len (F ⨯₃ G) * len (H ⨯₃ G) * Real.cos φ = (F ⨯₃ G) ⬝ᵥ (H ⨯₃ G) ∧
  len (F ⨯₃ G) * len (H ⨯₃ G) * len G * Real.sin φ = ((H ⨯₃ G) ⨯₃ (F ⨯₃ G)) ⬝ᵥ G
```

## (a) Squared length

Show that $|v|^2=v\cdot v$.

Since $v\cdot v=v_0^2+v_1^2+v_2^2\ge0$, squaring its square root returns it.

```lean
/-- The squared length is the dot product of the vector with itself. -/
theorem len_sq (v : Fin 3 → ℝ) : len v ^ 2 = v ⬝ᵥ v := by
  apply Real.sq_sqrt
  simp only [dotProduct, Fin.sum_univ_three]
  nlinarith [mul_self_nonneg (v 0), mul_self_nonneg (v 1), mul_self_nonneg (v 2)]
```

## (b) Positive length

Show that $v\ne0$ implies $|v|>0$.

If $|v|=0$, then $v\cdot v=0$ by (a), so $v=0$.

```lean
/-- A nonzero vector has positive length. -/
theorem len_pos {v : Fin 3 → ℝ} (hv : v ≠ 0) : 0 < len v := by
  refine lt_of_le_of_ne (Real.sqrt_nonneg _) (fun h => hv ?_)
  apply dotProduct_self_eq_zero.mp
  rw [← len_sq, ← h]
  norm_num
```

## (c) Existence of a torsion angle

Show that every triple has an angle $\varphi$ with
$$|A||B|\cos\varphi=A\cdot B,\qquad |A||B||G|\sin\varphi=(B\times A)\cdot G.$$

For $G=0$, take $\varphi=0$. Otherwise $A$ and $B$ are perpendicular to $G$, so $B\times A$ is parallel to $G$, and Lagrange's identity gives
$$(A\cdot B)^2|G|^2+((B\times A)\cdot G)^2=|A|^2|B|^2|G|^2.$$
Thus $z=(A\cdot B)|G|+i\,(B\times A)\cdot G$ has modulus $|A||B||G|$, and its argument is $\varphi$. In code this is an `atan2` call. Lean checks the identity, `key`, by expanding components and calling `ring`.

```lean
/-- Every triple of bond vectors admits a torsion angle. -/
theorem exists_isTorsion (F G H : Fin 3 → ℝ) : ∃ φ, IsTorsion F G H φ := by
  by_cases hG : G = 0
  · exact ⟨0, by simp [IsTorsion, len, hG]⟩
  have hg := len_pos hG
  have key : ((F ⨯₃ G) ⬝ᵥ (H ⨯₃ G)) ^ 2 * (G ⬝ᵥ G)
      + (((H ⨯₃ G) ⨯₃ (F ⨯₃ G)) ⬝ᵥ G) ^ 2
      = ((F ⨯₃ G) ⬝ᵥ (F ⨯₃ G)) * ((H ⨯₃ G) ⬝ᵥ (H ⨯₃ G)) * (G ⬝ᵥ G) := by
    simp only [cross_apply, dotProduct, Fin.sum_univ_three, Matrix.cons_val]
    ring
  -- the angle is the argument of a complex number built from the two numerators
  let z : ℂ := ⟨((F ⨯₃ G) ⬝ᵥ (H ⨯₃ G)) * len G, ((H ⨯₃ G) ⨯₃ (F ⨯₃ G)) ⬝ᵥ G⟩
  have hz : ‖z‖ = len (F ⨯₃ G) * len (H ⨯₃ G) * len G := by
    have ln : ∀ v : Fin 3 → ℝ, 0 ≤ len v := fun v => Real.sqrt_nonneg _
    refine (sq_eq_sq₀ (norm_nonneg _)
      (mul_nonneg (mul_nonneg (ln (F ⨯₃ G)) (ln (H ⨯₃ G))) (ln G))).mp ?_
    rw [Complex.sq_norm, Complex.normSq_apply]
    simp only [z]
    linear_combination key - ((F ⨯₃ G) ⬝ᵥ (H ⨯₃ G)) ^ 2 * (len_sq G).symm
      - len (H ⨯₃ G) ^ 2 * len G ^ 2 * len_sq (F ⨯₃ G)
      - ((F ⨯₃ G) ⬝ᵥ (F ⨯₃ G)) * len G ^ 2 * len_sq (H ⨯₃ G)
      - ((F ⨯₃ G) ⬝ᵥ (F ⨯₃ G)) * ((H ⨯₃ G) ⬝ᵥ (H ⨯₃ G)) * len_sq G
  have hc := Complex.norm_mul_cos_arg z
  have hs := Complex.norm_mul_sin_arg z
  rw [hz] at hc hs
  refine ⟨z.arg, mul_right_cancel₀ hg.ne' ?_, hs⟩
  calc _ = len (F ⨯₃ G) * len (H ⨯₃ G) * len G * Real.cos z.arg := by ring
    _ = _ := hc
```

## (d) Cosine and sine as quotients

For $A,B\ne0$, show that
$$\cos\varphi=\frac{A\cdot B}{|A||B|},\qquad \sin\varphi=\frac{(B\times A)\cdot G}{|A||B||G|}.$$

$A\ne0$ forces $G\ne0$, so (b) permits the divisions in (c).

```lean
/-- For nonzero plane normals, the cosine and sine of a torsion angle are the two quotients. -/
theorem IsTorsion.cos_sin {F G H : Fin 3 → ℝ} {φ : ℝ} (h : IsTorsion F G H φ)
    (hA : F ⨯₃ G ≠ 0) (hB : H ⨯₃ G ≠ 0) :
    Real.cos φ = cosTorsion F G H ∧ Real.sin φ = sinTorsion F G H := by
  have hG : G ≠ 0 := by
    rintro rfl
    exact hA (by simp)
  have ha := len_pos hA
  have hb := len_pos hB
  have hg := len_pos hG
  constructor
  · rw [cosTorsion, eq_div_iff (by positivity), ← h.1]
    ring
  · rw [sinTorsion, eq_div_iff (by positivity), ← h.2]
    ring
```

## (e) A normalized projection

For $a\ne0$ and $k\ne0$, show that
$$\left.\frac{d}{dt}\frac{(a+td)\cdot w}{|a+td|\,k}\right|_0=\frac{(a\cdot a)(d\cdot w)-(a\cdot w)(a\cdot d)}{|a|^3k}.$$

The numerator has derivative $d\cdot w$. From $|a+td|^2=a\cdot a+2t\,a\cdot d+t^2d\cdot d$, the length has derivative $a\cdot d/|a|$. The quotient rule gives
$$\frac{(d\cdot w)|a|-(a\cdot w)(a\cdot d)/|a|}{|a|^2k},$$
which is the claim. `HasDerivAt f c 0` means that $f$ is differentiable at $0$ with derivative $c$; `h1`, `h2` and `h3` are the ingredients.

```lean
/-- Derivative of the normalized projection of a vector `a + t d` on a fixed vector `w`,
with a constant factor `k` in the denominator. -/
theorem hasDerivAt_projection {a : Fin 3 → ℝ} (d w : Fin 3 → ℝ) {k : ℝ} (ha : a ≠ 0)
    (hk : k ≠ 0) :
    HasDerivAt (fun t : ℝ => ((a + t • d) ⬝ᵥ w) / (len (a + t • d) * k))
      (((a ⬝ᵥ a) * (d ⬝ᵥ w) - (a ⬝ᵥ w) * (a ⬝ᵥ d)) / (len a ^ 3 * k)) 0 := by
  have hl := (len_pos ha).ne'
  have h1 : HasDerivAt (fun t : ℝ => (a + t • d) ⬝ᵥ w) (d ⬝ᵥ w) 0 := by
    have e : (fun t : ℝ => (a + t • d) ⬝ᵥ w) = fun t => a ⬝ᵥ w + t * (d ⬝ᵥ w) := by
      funext t
      simp [add_dotProduct, smul_dotProduct]
    rw [e]
    exact (((hasDerivAt_id' (0 : ℝ)).mul_const _).const_add _).congr_deriv (by ring)
  have h2 : HasDerivAt (fun t : ℝ => (a + t • d) ⬝ᵥ (a + t • d)) (2 * (a ⬝ᵥ d)) 0 := by
    have e : (fun t : ℝ => (a + t • d) ⬝ᵥ (a + t • d))
        = fun t => a ⬝ᵥ a + t * (2 * (a ⬝ᵥ d) + t * (d ⬝ᵥ d)) := by
      funext t
      simp only [dotProduct, Fin.sum_univ_three, Pi.add_apply, Pi.smul_apply, smul_eq_mul]
      ring
    rw [e]
    exact (((hasDerivAt_id' (0 : ℝ)).fun_mul (((hasDerivAt_id' (0 : ℝ)).mul_const
      (d ⬝ᵥ d)).const_add (2 * (a ⬝ᵥ d)))).const_add _).congr_deriv (by simp)
  have h3 : HasDerivAt (fun t : ℝ => len (a + t • d)) ((a ⬝ᵥ d) / len a) 0 := by
    refine (h2.sqrt ?_).congr_deriv ?_
    · simp only [zero_smul, add_zero]
      rw [← len_sq]
      exact pow_ne_zero 2 hl
    · simp only [zero_smul, add_zero, len]
      rw [mul_div_mul_left _ _ two_ne_zero]
  refine (h1.fun_div (h3.mul_const k) (by simpa using ⟨hl, hk⟩)).congr_deriv ?_
  simp only [zero_smul, add_zero]
  rw [← len_sq a]
  field_simp
```

## (f) Derivative of the cosine

Replace $F$ by $F+tu$ and show that
$$\left.\frac{d\cos\varphi}{dt}\right|_0=\frac{\sin\varphi\,|G|\,A\cdot u}{|A|^2}.$$

The normal becomes $A+t(u\times G)$. Use (e) with $w=B$, $k=|B|$. Its numerator is
$$(u\times G)\cdot\bigl[|A|^2B-(A\cdot B)A\bigr]=(u\times G)\cdot[A\times(B\times A)].$$
Write $B\times A=\lambda G$. Since $A\cdot G=0$, this equals $\lambda|G|^2(A\cdot u)=((B\times A)\cdot G)(A\cdot u)$. Insert (c) and divide by $|A|^3|B|$. Lean's `key` is this numerator identity.

```lean
/-- Derivative of the torsion cosine when the outer bond vector `F` moves along `u`. -/
theorem hasDerivAt_cosTorsion {F G H : Fin 3 → ℝ} (u : Fin 3 → ℝ) {φ : ℝ}
    (hA : F ⨯₃ G ≠ 0) (hB : H ⨯₃ G ≠ 0) (h : IsTorsion F G H φ) :
    HasDerivAt (fun t : ℝ => cosTorsion (F + t • u) G H)
      (Real.sin φ * len G * ((F ⨯₃ G) ⬝ᵥ u) / len (F ⨯₃ G) ^ 2) 0 := by
  have ha := (len_pos hA).ne'
  have hb := (len_pos hB).ne'
  have e : ∀ t : ℝ, (F + t • u) ⨯₃ G = F ⨯₃ G + t • (u ⨯₃ G) := fun t => by simp
  have key : ((F ⨯₃ G) ⬝ᵥ (F ⨯₃ G)) * ((u ⨯₃ G) ⬝ᵥ (H ⨯₃ G))
      - ((F ⨯₃ G) ⬝ᵥ (H ⨯₃ G)) * ((F ⨯₃ G) ⬝ᵥ (u ⨯₃ G))
      = (((H ⨯₃ G) ⨯₃ (F ⨯₃ G)) ⬝ᵥ G) * ((F ⨯₃ G) ⬝ᵥ u) := by
    simp only [cross_apply, dotProduct, Fin.sum_univ_three, Matrix.cons_val]
    ring
  simp only [cosTorsion, e]
  refine (hasDerivAt_projection (u ⨯₃ G) (H ⨯₃ G) hA hb).congr_deriv ?_
  rw [key, ← h.2]
  field_simp
```

## (g) Derivative of the sine

For the same motion, show that
$$\left.\frac{d\sin\varphi}{dt}\right|_0=-\frac{\cos\varphi\,|G|\,A\cdot u}{|A|^2}.$$

Since $(B\times A)\cdot G=A\cdot(G\times B)$ (`triple`), use (e) with $w=G\times B$, $k=|B||G|$. Here $w\times A=-(A\cdot B)G$, so the numerator is
$$(u\times G)\cdot[A\times(w\times A)]=-(A\cdot B)|G|^2(A\cdot u).$$
Insert $A\cdot B=|A||B|\cos\varphi$ and divide by $|A|^3|B||G|$.

```lean
/-- Derivative of the torsion sine when the outer bond vector `F` moves along `u`. -/
theorem hasDerivAt_sinTorsion {F G H : Fin 3 → ℝ} (u : Fin 3 → ℝ) {φ : ℝ}
    (hA : F ⨯₃ G ≠ 0) (hB : H ⨯₃ G ≠ 0) (h : IsTorsion F G H φ) :
    HasDerivAt (fun t : ℝ => sinTorsion (F + t • u) G H)
      (-(Real.cos φ * len G * ((F ⨯₃ G) ⬝ᵥ u) / len (F ⨯₃ G) ^ 2)) 0 := by
  have hG : G ≠ 0 := by
    rintro rfl
    exact hA (by simp)
  have ha := (len_pos hA).ne'
  have hb := (len_pos hB).ne'
  have hg := (len_pos hG).ne'
  have triple : ∀ a b : Fin 3 → ℝ, (b ⨯₃ a) ⬝ᵥ G = a ⬝ᵥ (G ⨯₃ b) := fun a b => by
    simp only [cross_apply, dotProduct, Fin.sum_univ_three, Matrix.cons_val]
    ring
  have e : ∀ t : ℝ, (F + t • u) ⨯₃ G = F ⨯₃ G + t • (u ⨯₃ G) := fun t => by simp
  have key : ((F ⨯₃ G) ⬝ᵥ (F ⨯₃ G)) * ((u ⨯₃ G) ⬝ᵥ (G ⨯₃ (H ⨯₃ G)))
      - ((F ⨯₃ G) ⬝ᵥ (G ⨯₃ (H ⨯₃ G))) * ((F ⨯₃ G) ⬝ᵥ (u ⨯₃ G))
      = -(((F ⨯₃ G) ⬝ᵥ (H ⨯₃ G)) * (G ⬝ᵥ G) * ((F ⨯₃ G) ⬝ᵥ u)) := by
    simp only [cross_apply, dotProduct, Fin.sum_univ_three, Matrix.cons_val]
    ring
  simp only [sinTorsion, e, triple, mul_assoc (len _) (len _) (len _)]
  refine (hasDerivAt_projection (u ⨯₃ G) (G ⨯₃ (H ⨯₃ G)) hA (mul_ne_zero hb hg)).congr_deriv ?_
  rw [key, ← h.1, ← len_sq G]
  field_simp
```

## (h) Derivative of the angle, atom 1

Let $\varphi(t)$ be continuous at $0$ and a torsion angle for all $t$ near $0$. Show that
$$\varphi'(0)=-\frac{|G|\,A\cdot u}{|A|^2}.$$

Set $S(t)=\sin\varphi(t)\cos\varphi(0)-\cos\varphi(t)\sin\varphi(0)=\sin(\varphi(t)-\varphi(0))$. By (f) and (g),
$$S'(0)=-(\cos^2\varphi(0)+\sin^2\varphi(0))\frac{|G|\,A\cdot u}{|A|^2}.$$
Near $0$ the normal stays nonzero and $|\varphi(t)-\varphi(0)|<\pi/2$, so $\varphi(t)=\varphi(0)+\arcsin S(t)$. As $S(0)=0$ and $\arcsin'(0)=1$, the result follows, planar geometries included. At a trans geometry the `atan2` value from (c) can jump by $2\pi$, so there $\varphi(t)$ has to be a continuous choice of the angle. Lean's `ev` is the arcsine formula.

A force routine therefore adds $V'(\varphi)\,|G|A/|A|^2$ to the force on atom 1.

```lean
/-- Torsion gradient: for nonzero plane normals, a torsion angle that is continuous at `t = 0` is
differentiable there when `F` moves along `u`, with derivative `-|G| ⟨F × G, u⟩ / |F × G|²`. -/
theorem hasDerivAt_torsion {F G H : Fin 3 → ℝ} (u : Fin 3 → ℝ) {φ : ℝ → ℝ}
    (hA : F ⨯₃ G ≠ 0) (hB : H ⨯₃ G ≠ 0) (hφ : ContinuousAt φ 0)
    (h : ∀ᶠ t in 𝓝 (0 : ℝ), IsTorsion (F + t • u) G H (φ t)) :
    HasDerivAt φ (-(len G * ((F ⨯₃ G) ⬝ᵥ u) / len (F ⨯₃ G) ^ 2)) 0 := by
  have h0 : IsTorsion F G H (φ 0) := by simpa using h.self_of_nhds
  -- by the addition theorem, S t is the sine of the change of angle
  let S : ℝ → ℝ := fun t => sinTorsion (F + t • u) G H * Real.cos (φ 0)
    - cosTorsion (F + t • u) G H * Real.sin (φ 0)
  have hS : HasDerivAt S (-(len G * ((F ⨯₃ G) ⬝ᵥ u) / len (F ⨯₃ G) ^ 2)) 0 := by
    refine (((hasDerivAt_sinTorsion u hA hB h0).mul_const (Real.cos (φ 0))).fun_sub
      ((hasDerivAt_cosTorsion u hA hB h0).mul_const (Real.sin (φ 0)))).congr_deriv ?_
    linear_combination (-(len G * ((F ⨯₃ G) ⬝ᵥ u) / len (F ⨯₃ G) ^ 2)) *
      Real.sin_sq_add_cos_sq (φ 0)
  have hS0 : S 0 = 0 := by
    obtain ⟨hc, hs⟩ := h0.cos_sin hA hB
    simp only [S, zero_smul, add_zero]
    rw [← hc, ← hs]
    ring
  have harc : HasDerivAt Real.arcsin 1 (S 0) := by
    rw [hS0]
    exact (Real.hasDerivAt_arcsin (by norm_num) (by norm_num)).congr_deriv (by simp)
  have hne : ∀ᶠ t in 𝓝 (0 : ℝ), (F + t • u) ⨯₃ G ≠ 0 := by
    have hcont : Continuous (fun t : ℝ => (F + t • u) ⨯₃ G) := by
      have e : ∀ t : ℝ, (F + t • u) ⨯₃ G = F ⨯₃ G + t • (u ⨯₃ G) := fun t => by simp
      simp only [e]
      fun_prop
    exact hcont.continuousAt.eventually_ne (by simpa using hA)
  have hnear := Metric.tendsto_nhds.mp hφ (Real.pi / 2) (half_pos Real.pi_pos)
  -- continuity keeps the angle on the branch recovered by the arcsine
  have ev : φ =ᶠ[𝓝 0] fun t => φ 0 + (Real.arcsin ∘ S) t := by
    filter_upwards [hnear, hne, h] with t h1 h2 h3
    obtain ⟨hc, hs⟩ := h3.cos_sin h2 hB
    rw [Real.dist_eq] at h1
    have e : Real.sin (φ t - φ 0) = S t := by
      simp only [S, Real.sin_sub, hc, hs]
    show φ t = φ 0 + Real.arcsin (S t)
    rw [← e, Real.arcsin_sin (by linarith [(abs_lt.mp h1).1]) (by linarith [(abs_lt.mp h1).2])]
    ring
  exact (((harc.comp 0 hS).const_add (φ 0)).congr_of_eventuallyEq ev).congr_deriv (one_mul _)
```

## (i) Derivative of the angle, atom 4

Replace $H$ by $H+tu$ instead, with the same assumptions on $\varphi(t)$, and show that
$$\varphi'(0)=\frac{|G|\,B\cdot u}{|B|^2}.$$

Exchanging $F$ and $H$ preserves $A\cdot B$ and reverses $B\times A$, so $-\varphi$ is a torsion angle of the exchanged triple (`hswap`). Apply (h) and negate. The inner atoms also move $G$, a case these theorems do not treat.

```lean
/-- Torsion gradient for the other outer bond: for nonzero plane normals and a torsion angle
continuous at `t = 0`, the derivative there when `H` moves along `u` is `|G| ⟨H × G, u⟩ / |H × G|²`.
-/
theorem hasDerivAt_torsion_other_end {F G H : Fin 3 → ℝ} (u : Fin 3 → ℝ) {φ : ℝ → ℝ}
    (hA : F ⨯₃ G ≠ 0) (hB : H ⨯₃ G ≠ 0) (hφ : ContinuousAt φ 0)
    (h : ∀ᶠ t in 𝓝 (0 : ℝ), IsTorsion F G (H + t • u) (φ t)) :
    HasDerivAt φ (len G * ((H ⨯₃ G) ⬝ᵥ u) / len (H ⨯₃ G) ^ 2) 0 := by
  -- exchanging the outer bonds reverses the sign of the angle
  have hswap : ∀ᶠ t in 𝓝 (0 : ℝ), IsTorsion (H + t • u) G F (-φ t) := by
    filter_upwards [h] with t ht
    constructor
    · rw [Real.cos_neg, dotProduct_comm, ← ht.1]
      ring
    · rw [Real.sin_neg, ← cross_anticomm ((H + t • u) ⨯₃ G) (F ⨯₃ G), neg_dotProduct, ← ht.2]
      ring
  have hd := (hasDerivAt_torsion u hB hA hφ.neg hswap).fun_neg
  simpa using hd
```

## (j) Passing through a planar geometry

For $F=(1,t,0)$, $G=(0,0,1)$, $H=(1,0,0)$, show that the normals are nonzero at $t=0$ and that, for every $t$,
$$\varphi(t)=\arctan t$$
is a torsion angle.

Here $A=(t,-1,0)$ and $B=(0,-1,0)$, so $A\cdot B=1$, $(B\times A)\cdot G=t$ and $|A|=\sqrt{1+t^2}$. These match $\cos\arctan t=1/\sqrt{1+t^2}$ and $\sin\arctan t=t/\sqrt{1+t^2}$.

At $t=0$, with $u=(0,1,0)$, (h) gives $\varphi'(0)=-(1)(-1)/1=1$, although $\sin\varphi=0$. A finite step agrees: $\arctan(0.1)/0.1\approx0.997$.

```lean
/-- Explicit instance: with `G` along z, `H` along x and `F = (1, t, 0)`, the plane normals at
`t = 0` are nonzero and `arctan t` is a torsion angle for every `t`. -/
theorem isTorsion_witness :
    (![1, 0, 0] : Fin 3 → ℝ) ⨯₃ ![0, 0, 1] ≠ 0 ∧
    ∀ t : ℝ, IsTorsion (![1, 0, 0] + t • ![0, 1, 0]) ![0, 0, 1] ![1, 0, 0] (Real.arctan t) := by
  have hB : (![1, 0, 0] : Fin 3 → ℝ) ⨯₃ ![0, 0, 1] = ![0, -1, 0] := by
    ext i
    fin_cases i <;> simp [cross_apply]
  refine ⟨fun h => ?_, fun t => ?_⟩
  · rw [hB] at h
    simpa using congrFun h 1
  have hA : (![1, 0, 0] + t • ![0, 1, 0] : Fin 3 → ℝ) ⨯₃ ![0, 0, 1] = ![t, -1, 0] := by
    ext i
    fin_cases i <;> simp [cross_apply]
  have l1 : len ![t, -1, 0] = √(1 + t ^ 2) := by
    unfold len
    congr 1
    simp only [dotProduct, Fin.sum_univ_three, Matrix.cons_val]
    ring
  have l2 : len ![0, -1, 0] = 1 := by simp [len, dotProduct, Fin.sum_univ_three]
  have l3 : len ![0, 0, 1] = 1 := by simp [len, dotProduct, Fin.sum_univ_three]
  have hp : √(1 + t ^ 2) ≠ 0 := (Real.sqrt_pos.mpr (by positivity)).ne'
  unfold IsTorsion
  rw [hA, hB, l1, l2, l3, Real.cos_arctan, Real.sin_arctan]
  constructor
  · have e : (![t, -1, 0] : Fin 3 → ℝ) ⬝ᵥ ![0, -1, 0] = 1 := by
      simp [dotProduct, Fin.sum_univ_three]
    rw [e]
    field_simp
  · have e : ((![0, -1, 0] : Fin 3 → ℝ) ⨯₃ ![t, -1, 0]) ⬝ᵥ ![0, 0, 1] = t := by
      simp [cross_apply, dotProduct, Fin.sum_univ_three]
    rw [e]
    field_simp

end

end TorsionGradient
```

```lean
#print axioms TorsionGradient.exists_isTorsion
#print axioms TorsionGradient.hasDerivAt_sinTorsion
#print axioms TorsionGradient.hasDerivAt_torsion_other_end
```

```
'TorsionGradient.exists_isTorsion' depends on axioms: [propext, Classical.choice, Quot.sound]
'TorsionGradient.hasDerivAt_sinTorsion' depends on axioms: [propext, Classical.choice, Quot.sound]
'TorsionGradient.hasDerivAt_torsion_other_end' depends on axioms: [propext, Classical.choice, Quot.sound]
```
